# Shifting a spin spiral by a reciprocal lattice vector keeps the exchange spectrum but can change the fixed-phase energy

Take a magnetic chain with lattice constant 1 and several sublattices at positions $x_a$ in the cell. I let these positions enter both the Fourier phases of the exchange matrix $J(q)$ and the spin angles $q(n+x_a)+\varphi_a$ in cell $n$. If I raise the wave number $q$ of a spin spiral by $G=2\pi m$, with $m$ an integer, the exchange matrix becomes $J(q+G)=U^\dagger J(q)\,U$ with $U=\mathrm{diag}(e^{iGx_a})$. Its eigenvalues therefore repeat, but the relative phases of the sublattices shift, and a spiral whose phases $\varphi_a$ I hold fixed can end up with a different energy. I can argue this in a few lines, but factors like $e^{iGx_a}$ are easily lost between conventions. Can the whole statement be made rigorous and machine-checked, with an example in which the energy really changes?

## Periodic up to a diagonal unitary

Yes. For finitely many sublattices and couplings of finite range, the matrix identity holds for every real $q$ and every integer $m$, and the characteristic polynomial of $J(q)$ is periodic with period $2\pi$. The set of energies reached by varying the sublattice phases is periodic too. The energy at fixed phases need not be: in a two-sublattice example it goes from $-2$ to $+2$. For classical planar spirals on such a chain, the eigenvalues and the set of reachable energies may therefore be folded back into the first Brillouin zone as they stand, while an energy at fixed phases in general may not.

### From phase factors to energies

Let $J_{ab}(R)$ be the real coupling between sublattice $a$ in one cell and sublattice $b$ in the cell $R$ steps further on. It is nonzero for only finitely many integers $R$. The exchange matrix is

$$J_{ab}(q)=\sum_R J_{ab}(R)\,e^{iq(R+x_b-x_a)} .$$

At $q+G$ each exponential splits into factors:

$$e^{i(q+G)(R+x_b-x_a)}=e^{-iGx_a}\,e^{iq(R+x_b-x_a)}\,e^{iGx_b}\,e^{iGR}.$$

Since $GR=2\pi mR$ is a whole number of turns, the last factor is 1. The two outer factors don't depend on $R$ and come out of the sum, so

$$J_{ab}(q+G)=e^{-iGx_a}J_{ab}(q)\,e^{iGx_b}=\big(U^\dagger J(q)U\big)_{ab}.$$

The diagonal entries of $U$ have modulus 1, so $U^\dagger U=1$ and

$$\det\!\big(\lambda-U^\dagger J(q)U\big)=\det\!\big(U^\dagger(\lambda-J(q))U\big)=\det(\lambda-J(q)).$$

The eigenvalues therefore agree, with their algebraic multiplicities.

Now consider the spiral itself. On sublattice $a$ of cell $n$ the spin is

$$S_a(n)=(\cos\theta_a(n),\sin\theta_a(n)),\qquad \theta_a(n)=q(n+x_a)+\varphi_a,$$

where $\varphi_a$ is the sublattice phase. Replacing $q$ by $q+G$ turns the angle into

$$q(n+x_a)+(\varphi_a+Gx_a)+2\pi mn .$$

The last term has no effect on the spin. The spiral at $q+G$ with phases $\varphi_a$ is thus, spin by spin, the spiral at $q$ with phases $\varphi_a+Gx_a$.

The energy of cell $n$ is

$$E=-\sum_{a,b}\sum_R J_{ab}(R)\,S_a(n)\cdot S_b(n+R).$$

The scalar product of two planar unit spins is the cosine of their relative angle, here $q(R+x_b-x_a)+\varphi_b-\varphi_a$, from which $n$ has cancelled. With $v_a=e^{i\varphi_a}$ this gives

$$E=-\mathrm{Re}\sum_{a,b}\overline{v_a}\,J_{ab}(q)\,v_b .$$

The vector $v$ is not normalised: for $N$ sublattices $v^\dagger v=N$. For $N\ge1$, the expectation value of $J(q)$ in the normalised vector $v/\sqrt N$ has real part $-E/N$.

Because the two spirals are the same configuration, the energy at $q+G$ with phases $\varphi_a$ equals the energy at $q$ with phases $\varphi_a+Gx_a$. Conversely, any energy found at $q$ with phases $\varphi_a$ is found at $q+G$ with phases $\varphi_a-Gx_a$. The two sets of reachable energies coincide.

For the example, put two sublattices at $0$ and $1/2$, with coupling 1 between the two spins of the same cell and nothing else. With both phases zero, the spins in a cell differ in angle by $q/2$. The sum over ordered pairs counts the bond twice, so $E=-2\cos(q/2)$. At $q=0$ the spins are parallel and $E=-2$; at $q=2\pi$ they are antiparallel and $E=+2$. Per sublattice, these are $-1$ and $+1$.

### The Lean file

```lean
import Mathlib

open Matrix
open scoped Real

namespace SpinSpiralPeriodicity

noncomputable section

variable {ι : Type*}

/-- The phase factor `exp(iθ)` of a real angle `θ`. -/
def phase (θ : ℝ) : ℂ := Complex.exp ((θ : ℂ) * Complex.I)

/-- The exchange matrix `J_ab(q) = ∑_R J_ab(R) exp(iq(R + x_b - x_a))` of a chain with
sublattice positions `x` and finitely supported couplings `J`. -/
def exchange (x : ι → ℝ) (J : ι → ι → ℤ →₀ ℝ) (q : ℝ) : Matrix ι ι ℂ :=
  Matrix.of fun a b => (J a b).sum fun R c => (c : ℂ) * phase (q * (R + x b - x a))

/-- The diagonal matrix of sublattice phase factors `exp(iGx_a)`. -/
def gauge [DecidableEq ι] (x : ι → ℝ) (G : ℝ) : Matrix ι ι ℂ :=
  Matrix.diagonal fun a => phase (G * x a)

/-- The planar unit spin on sublattice `a` of cell `n` in a spiral with wave number `q` and
sublattice phases `φ`. -/
def spin (x : ι → ℝ) (q : ℝ) (φ : ι → ℝ) (a : ι) (n : ℤ) : Fin 2 → ℝ :=
  ![Real.cos (q * (n + x a) + φ a), Real.sin (q * (n + x a) + φ a)]

/-- The exchange energy of the spins in cell `n` with all spins they couple to, summed over
ordered pairs of sublattices. -/
def cellEnergy [Fintype ι] (x : ι → ℝ) (J : ι → ι → ℤ →₀ ℝ) (q : ℝ) (φ : ι → ℝ)
    (n : ℤ) : ℝ :=
  -∑ a, ∑ b, (J a b).sum fun R c => c * (spin x q φ a n ⬝ᵥ spin x q φ b (n + R))

/-- The phase factor of a sum of angles is the product of the phase factors. -/
theorem phase_add (s t : ℝ) : phase (s + t) = phase s * phase t := by
  simp only [phase]
  rw [← Complex.exp_add]
  congr 1
  push_cast
  ring

/-- Complex conjugation reverses the angle of a phase factor. -/
theorem star_phase (θ : ℝ) : star (phase θ) = phase (-θ) := by
  simp only [phase]
  rw [Complex.star_def, ← Complex.exp_conj, map_mul, Complex.conj_ofReal, Complex.conj_I]
  congr 1
  push_cast
  ring

/-- The matrix of sublattice phase factors is unitary. -/
theorem gauge_unitary [Fintype ι] [DecidableEq ι] (x : ι → ℝ) (G : ℝ) :
    (gauge x G)ᴴ * gauge x G = 1 := by
  rw [gauge, Matrix.diagonal_conjTranspose, Matrix.diagonal_mul_diagonal,
    ← Matrix.diagonal_one]
  congr 1
  funext a
  change star (phase (G * x a)) * phase (G * x a) = 1
  rw [star_phase, ← phase_add, neg_add_cancel]
  simp [phase]

/-- Shifting the wave number by a reciprocal lattice vector `G = 2πm` conjugates the exchange
matrix by the sublattice phase factors: `J(q + G) = U* J(q) U`. -/
theorem exchange_shift [Fintype ι] [DecidableEq ι] (x : ι → ℝ) (J : ι → ι → ℤ →₀ ℝ)
    (q : ℝ) (m : ℤ) :
    exchange x J (q + 2 * π * m) =
      (gauge x (2 * π * m))ᴴ * exchange x J q * gauge x (2 * π * m) := by
  ext a b
  rw [gauge, Matrix.diagonal_conjTranspose, Matrix.mul_diagonal, Matrix.diagonal_mul]
  change _ = star (phase (2 * π * m * x a)) * exchange x J q a b * phase (2 * π * m * x b)
  rw [star_phase]
  simp only [exchange, Matrix.of_apply, Finsupp.sum, Finset.mul_sum, Finset.sum_mul]
  refine Finset.sum_congr rfl fun R _ => ?_
  -- the lattice part of the extra phase is a multiple of a full turn
  have h : phase ((q + 2 * π * m) * (R + x b - x a)) =
      phase (-(2 * π * m * x a)) * phase (q * (R + x b - x a)) *
        phase (2 * π * m * x b) := by
    rw [← phase_add, ← phase_add]
    unfold phase
    exact Complex.exp_eq_exp_iff_exists_int.2 ⟨m * R, by push_cast; ring⟩
  rw [h]
  ring

/-- The exchange matrices at `q` and `q + 2πm` have the same characteristic polynomial. -/
theorem charpoly_shift [Fintype ι] [DecidableEq ι] (x : ι → ℝ) (J : ι → ι → ℤ →₀ ℝ)
    (q : ℝ) (m : ℤ) :
    (exchange x J (q + 2 * π * m)).charpoly = (exchange x J q).charpoly := by
  rw [exchange_shift, Matrix.mul_assoc, Matrix.charpoly_mul_comm, Matrix.mul_assoc,
    mul_eq_one_comm.mp (gauge_unitary x (2 * π * m)), Matrix.mul_one]

/-- A spiral at `q + 2πm` is the same spin configuration as a spiral at `q` whose sublattice
phases are advanced by `2πm x_a`. -/
theorem spin_shift (x : ι → ℝ) (q : ℝ) (m : ℤ) (φ : ι → ℝ) (a : ι) (n : ℤ) :
    spin x (q + 2 * π * m) φ a n = spin x q (fun b => φ b + 2 * π * m * x b) a n := by
  have h : (q + 2 * π * m) * (n + x a) + φ a =
      q * (n + x a) + (φ a + 2 * π * m * x a) + ((m * n : ℤ) : ℝ) * (2 * π) := by
    push_cast
    ring
  simp only [spin]
  rw [h, Real.cos_add_int_mul_two_pi, Real.sin_add_int_mul_two_pi]

/-- The spiral energy of any cell is minus the real part of the quadratic form of the exchange
matrix in the vector of sublattice phase factors `exp(iφ_a)`. -/
theorem cellEnergy_eq [Fintype ι] (x : ι → ℝ) (J : ι → ι → ℤ →₀ ℝ) (q : ℝ)
    (φ : ι → ℝ) (n : ℤ) :
    cellEnergy x J q φ n =
      -(star (fun a => phase (φ a)) ⬝ᵥ (exchange x J q *ᵥ fun a => phase (φ a))).re := by
  -- the scalar product of two spins is the cosine of their relative angle
  have pair : ∀ (a b : ι) (R : ℤ), spin x q φ a n ⬝ᵥ spin x q φ b (n + R) =
      (star (phase (φ a)) * (phase (q * (R + x b - x a)) * phase (φ b))).re := by
    intro a b R
    have h : -φ a + (q * (R + x b - x a) + φ b) =
        (q * (((n + R : ℤ) : ℝ) + x b) + φ b) - (q * (n + x a) + φ a) := by
      push_cast
      ring
    rw [star_phase, ← phase_add, ← phase_add, h, phase, Complex.exp_ofReal_mul_I_re,
      Real.cos_sub]
    simp only [spin, dotProduct, Fin.sum_univ_two, Matrix.cons_val_zero, Matrix.cons_val_one]
    ring
  unfold cellEnergy
  simp only [pair]
  congr 1
  simp only [dotProduct, Matrix.mulVec, Finset.mul_sum, Complex.re_sum]
  refine Finset.sum_congr rfl fun a _ => Finset.sum_congr rfl fun b _ => ?_
  simp only [exchange, Matrix.of_apply, Finsupp.sum, Finset.sum_mul, Finset.mul_sum,
    Complex.re_sum, Pi.star_apply]
  refine Finset.sum_congr rfl fun R _ => ?_
  rw [← Complex.re_ofReal_mul]
  congr 1
  ring

/-- The spiral energy at `q + 2πm` equals the energy at `q` with sublattice phases advanced by
`2πm x_a`. -/
theorem cellEnergy_shift [Fintype ι] (x : ι → ℝ) (J : ι → ι → ℤ →₀ ℝ) (q : ℝ) (m : ℤ)
    (φ : ι → ℝ) (n : ℤ) :
    cellEnergy x J (q + 2 * π * m) φ n =
      cellEnergy x J q (fun b => φ b + 2 * π * m * x b) n := by
  simp only [cellEnergy, spin_shift]

/-- The set of energies reached by varying the sublattice phases is the same at `q` and at
`q + 2πm`. -/
theorem range_cellEnergy_shift [Fintype ι] (x : ι → ℝ) (J : ι → ι → ℤ →₀ ℝ) (q : ℝ)
    (m n : ℤ) :
    Set.range (fun φ => cellEnergy x J (q + 2 * π * m) φ n) =
      Set.range (fun φ => cellEnergy x J q φ n) := by
  ext E
  constructor
  · rintro ⟨φ, rfl⟩
    exact ⟨_, (cellEnergy_shift x J q m φ n).symm⟩
  · rintro ⟨φ, rfl⟩
    -- compensate the shift by retarding the phases
    refine ⟨fun b => φ b - 2 * π * m * x b, ?_⟩
    simp only [cellEnergy_shift, sub_add_cancel]

/-- For two sublattices at `0` and `1/2` with unit coupling inside the cell and all sublattice
phases zero, the energy of cell `0` is `-2` at `q = 0` and `2` at `q = 2π`. -/
theorem fixed_phase_energy_changes :
    cellEnergy ![0, 1 / 2] (fun a b : Fin 2 => if a = b then 0 else Finsupp.single 0 1)
      0 (fun _ => 0) 0 = -2 ∧
    cellEnergy ![0, 1 / 2] (fun a b : Fin 2 => if a = b then 0 else Finsupp.single 0 1)
      (2 * π) (fun _ => 0) 0 = 2 := by
  have h : ∀ q : ℝ, cellEnergy ![0, 1 / 2]
      (fun a b : Fin 2 => if a = b then 0 else Finsupp.single 0 1) q (fun _ => 0) 0 =
        -(2 * Real.cos (q / 2)) := by
    intro q
    simp [cellEnergy, spin, dotProduct, Fin.sum_univ_two]
    ring_nf
  constructor
  · rw [h]
    simp
  · rw [h, show 2 * π / 2 = π by ring, Real.cos_pi]
    norm_num

end

end SpinSpiralPeriodicity
```

```lean
#print axioms SpinSpiralPeriodicity.charpoly_shift
-- 'SpinSpiralPeriodicity.charpoly_shift' depends on axioms: [propext, Classical.choice, Quot.sound]
#print axioms SpinSpiralPeriodicity.cellEnergy_eq
-- 'SpinSpiralPeriodicity.cellEnergy_eq' depends on axioms: [propext, Classical.choice, Quot.sound]
#print axioms SpinSpiralPeriodicity.range_cellEnergy_shift
-- 'SpinSpiralPeriodicity.range_cellEnergy_shift' depends on axioms: [propext, Classical.choice, Quot.sound]
#print axioms SpinSpiralPeriodicity.fixed_phase_energy_changes
-- 'SpinSpiralPeriodicity.fixed_phase_energy_changes' depends on axioms: [propext, Classical.choice, Quot.sound]
```

### What the definitions and theorems say

The type `ι` labels the sublattices, and `Fintype ι` makes them finite in number. The positions `x : ι → ℝ` are arbitrary reals; they need not be distinct or lie between 0 and 1. A coupling `J a b : ℤ →₀ ℝ` is a finitely supported function of the cell distance, and `(J a b).sum` adds over the distances where it is nonzero. `phase θ` is $e^{i\theta}$, `exchange x J q` is $J(q)$, and `gauge x G` is $U$. The superscript `ᴴ` denotes the conjugate transpose.

In these terms, `exchange_shift` is the matrix identity with $G$ written as `2 * π * m`, and `charpoly_shift` is the equality of characteristic polynomials. `spin_shift` identifies the two spirals spin by spin. `cellEnergy_eq` gives the quadratic form for every cell `n`, so the energy is the same in all cells. `cellEnergy_shift` compares energies with shifted phases, `range_cellEnergy_shift` compares the sets of reachable energies, and `fixed_phase_energy_changes` contains the two values of the example.

Several conventions are fixed here. Lengths are measured in lattice constants, and the atomic positions enter the Fourier phase. The minus sign in `cellEnergy` makes positive couplings ferromagnetic. The sum runs over ordered pairs, so with reciprocal couplings, $J_{ab}(R)=J_{ba}(-R)$, adding up all cells counts each bond twice. Reciprocity is not assumed. Without it $J(q)$ need not be Hermitian, which is why the energy formula takes a real part.

The model is a one-dimensional chain of classical unit spins rotating in a plane, with isotropic exchange of finite range. Conical spirals, anisotropy, Dzyaloshinskii–Moriya terms and long-range couplings are not treated. Nor do the theorems say which spiral has the lowest energy, or whether the ground state is a spiral at all.

### How the proofs follow the derivation

`phase_add` and `star_phase` supply the two rules for phase factors: angles add under multiplication, and conjugation reverses the angle. `gauge_unitary` applies them to each diagonal entry to obtain $U^\dagger U=1$.

In `exchange_shift`, `ext a b` reduces the matrix identity to one entry. The lemmas on diagonal matrices turn the right-hand side into an entry of $J(q)$ between two phase factors, which are then moved inside the sum over $R$. The step `h` compares a single exponential on each side. Two complex exponentials are equal exactly when their exponents differ by an integer multiple of $2\pi i$, and the proof supplies the integer `m * R`. This is the factor $e^{iGR}=1$ of the derivation.

`charpoly_shift` takes a slightly different route from the determinant calculation. It uses the fact that $AB$ and $BA$ have the same characteristic polynomial for square matrices, which moves $U^\dagger$ to the right-hand end of the product. There it meets $U$, and $UU^\dagger=1$ follows from $U^\dagger U=1$ by `mul_eq_one_comm`.

`spin_shift` writes the new angle as the old one with an advanced phase plus `m * n` full turns, and then uses the periodicity of cosine and sine.

In `cellEnergy_eq`, the intermediate claim `pair` expresses the scalar product of two spins as the real part of a product of phase factors, through the formula for the cosine of a difference. The cell index cancels in its step `h`. The rest expands the quadratic form and matches the two sides term by term in `a`, `b` and `R`.

`cellEnergy_shift` needs only the definition of the energy and `spin_shift`, since equal configurations have equal energies. `range_cellEnergy_shift` proves the two inclusions separately, advancing the phases for one and retarding them for the other. The example first derives $-2\cos(q/2)$ for all $q$ and then evaluates it at the two wave numbers.

### Folding $q$ back in a program

A program that builds $J(q)$ from a list of bonds can test the identity directly. In the following Python code each bond is a tuple `(a, b, R, c)` with coupling `c`, both directions of a bond are listed, and `x` is a NumPy array:

```python
import numpy as np

def exchange(q, x, bonds):
    J = np.zeros((len(x), len(x)), dtype=complex)
    for a, b, R, c in bonds:
        J[a, b] += c * np.exp(1j * q * (R + x[b] - x[a]))
    return J

def shift_holds(q, m, x, bonds):
    U = np.diag(np.exp(2j * np.pi * m * x))
    return np.allclose(exchange(q + 2 * np.pi * m, x, bonds),
                       U.conj() @ exchange(q, x, bonds) @ U)
```

When such a program folds a wave number back into the first zone, it can keep the eigenvalues, but the eigenvectors in general need a correction. If $J(q)w=\lambda w$, then $U^\dagger w$ is an eigenvector of $J(q+G)$ with the same $\lambda$, as one sees by inserting $UU^\dagger=1$. Likewise, a spiral specified by $q$ and a list of angles $\varphi_a$ keeps its configuration under $q\to q+G$ if the angles are changed to $\varphi_a-Gx_a$.

Some programs use $e^{iqR}$ alone in the Fourier sum. That matrix is periodic in $q$ without any correction. A vector with components $v_a$ in the convention used here has components $e^{iqx_a}v_a$ there. For a spiral, with $v_a=e^{i\varphi_a}$, the spin angle in cell $n$ is then $qn$ plus the phase $\varphi_a+qx_a$ of the component. If these component phases are held fixed instead of the $\varphi_a$, the step from $q$ to $q+G$ changes neither the spins nor the energy. Before comparing eigenvectors or fixed-phase energies from two programs, one should therefore check which phase convention each of them uses.
